# Buckling threshold F = 4c sin²(π/N) of a periodic chain of N ≥ 2 sites with energy c Σ(u_(n+1) − 2u_n + u_(n−1))² − F Σ(u_(n+1) − u_n)², c > 0

Q: Before I compute vibrational frequencies for a compressed periodic chain, I compare the compression F with 4c sin²(π/N), where N is the number of sites, c is the bending stiffness, and c and −F are the coefficients of the squared second and first differences of the displacements in the energy. Above that value the harmonic model with one transverse displacement per site, and no forces other than bending and compression, has an imaginary frequency. I doubt that a formal statement about functions on integers modulo N says the same thing.

A: Start with the setting. Sites are elements of `ZMod N`, so site N − 1 is followed by site 0. I call this a ring, but it means a straight chain with periodic boundary conditions, not a circular one. `NeZero N` excludes only N = 0, for which `ZMod 0` is the infinite set of all integers; the stability theorems assume N ≥ 2.

```lean
import Mathlib

open scoped Real ComplexConjugate
open Filter Topology

namespace DiscreteBuckling

noncomputable section

variable {N : ℕ} [NeZero N]
```

Q: And the energy?

A: For real displacements u_n it is

E = c Σ_n (u_(n+1) − 2u_n + u_(n−1))² − F Σ_n (u_(n+1) − u_n)².

The first sum penalises bending. The second is the work released when tilted bonds shorten the chain. Lattice spacing and any factors ½ are absorbed into c and F. Positive F is compression, and negative F, meaning tension, is allowed.

```lean
/-- Energy of a ring of `N` sites with transverse displacements `u`, bending stiffness `c`
and compression `F`. -/
def energy (c F : ℝ) (u : ZMod N → ℝ) : ℝ :=
  c * ∑ n, (u (n + 1) - 2 * u n + u (n - 1)) ^ 2 - F * ∑ n, (u (n + 1) - u n) ^ 2
```

Q: At N = 2 both neighbours of a site are the same site.

A: Yes, and the sums then count two bonds between the same pair. With d = u_1 − u_0 the energy is 8cd² − 2Fd², which is nonnegative for all d exactly when F ≤ 4c. The formula gives the same value, since sin²(π/2) = 1.

Q: How do you treat general N?

A: With Fourier modes. The bond difference is `slope`:

```lean
/-- Difference of the displacements at the two ends of a bond. -/
def slope (u : ZMod N → ℝ) (n : ZMod N) : ℝ := u (n + 1) - u n
```

The amplitude of mode k is unnormalised,

U_k = Σ_n e^(−2πikn/N) u_n,

and `ZMod.stdAddChar` supplies the exponential.

```lean
/-- Complex amplitude of the Fourier mode `k` in the displacement pattern `u`. -/
def amplitude (u : ZMod N → ℝ) (k : ZMod N) : ℂ :=
  ∑ n, ZMod.stdAddChar (N := N) (-(k * n)) * (u n : ℂ)
```

Each mode has a geometric factor s_k = 4 sin²(πk/N), with k represented by `k.val` between 0 and N − 1.

```lean
/-- The geometric factor `4 sin² (π k / N)` of the mode `k`. -/
def modeFactor (k : ZMod N) : ℝ := 4 * Real.sin (π * k.val / N) ^ 2
```

The trial shape for instability is v_n = cos(2πn/N), one wavelength around the ring.

```lean
/-- The cosine pattern with one wavelength around the ring. -/
def buckled (n : ZMod N) : ℝ := Real.cos (2 * (π * n.val / N))
```

Q: Is that character really the phase I would write?

A: The first lemma says so, by splitting e^(2πik/N) into cosine and sine.

```lean
/-- The phase of mode `k` between neighbouring sites, in real and imaginary parts. -/
theorem phase_eq (k : ZMod N) : ZMod.stdAddChar (N := N) k =
    (Real.cos (2 * (π * k.val / N)) : ℂ) + (Real.sin (2 * (π * k.val / N)) : ℂ) * Complex.I := by
  rw [ZMod.stdAddChar_apply, ZMod.toCircle_apply, Complex.ofReal_cos, Complex.ofReal_sin,
    ← Complex.exp_mul_I]
  congr 1
  push_cast
  ring
```

Q: What does the missing normalisation do to Parseval's identity?

A: It puts a factor N on the right:

Σ_k |U_k|² = Σ_n Σ_m u_n u_m Σ_k e^(2πik(m−n)/N) = N Σ_n u_n².

The inner sum over k is N for m = n and zero otherwise. In the proof, `key` expands the squared modulus and `orth` evaluates the inner sum.

```lean
/-- Parseval's identity on the ring: the squared mode amplitudes sum to `N` times the squared
displacements. -/
theorem parseval (u : ZMod N → ℝ) :
    ∑ k, ‖amplitude u k‖ ^ 2 = (N : ℝ) * ∑ n, u n ^ 2 := by
  have hconj : ∀ x : ZMod N, conj (ZMod.stdAddChar (N := N) x) = ZMod.stdAddChar (N := N) (-x) :=
    fun x => (AddChar.map_neg_eq_conj _ x).symm
  have key : ∀ k, ((‖amplitude u k‖ ^ 2 : ℝ) : ℂ) =
      ∑ n, ∑ m, (u n : ℂ) * u m * ZMod.stdAddChar (N := N) (k * (m - n)) := by
    intro k
    rw [← Complex.normSq_eq_norm_sq, ← Complex.mul_conj, amplitude, map_sum, Finset.sum_mul_sum]
    refine Finset.sum_congr rfl fun n _ => Finset.sum_congr rfl fun m _ => ?_
    have h : k * (m - n) = -(k * n) + -(-(k * m)) := by ring
    rw [map_mul, Complex.conj_ofReal, hconj, h, AddChar.map_add_eq_mul]
    ring
  -- orthogonality of the modes removes all terms with different sites
  have orth : ∀ n m : ZMod N,
      ∑ k, (u n : ℂ) * u m * ZMod.stdAddChar (N := N) (k * (m - n)) =
        if n = m then (N : ℂ) * (u n : ℂ) ^ 2 else 0 := by
    intro n m
    rw [← Finset.mul_sum, AddChar.sum_mulShift _ (ZMod.isPrimitive_stdAddChar N)]
    by_cases h : n = m
    · subst h
      simp only [sub_self, ↓reduceIte, ZMod.card]
      ring
    · have h' : m - n ≠ 0 := sub_ne_zero.mpr (Ne.symm h)
      simp [h, h']
  apply Complex.ofReal_injective
  rw [Complex.ofReal_sum, Finset.sum_congr rfl (fun k _ => key k), Finset.sum_comm]
  push_cast
  rw [Finset.mul_sum]
  refine Finset.sum_congr rfl fun n _ => ?_
  rw [Finset.sum_comm, Finset.sum_congr rfl (fun m _ => orth n m)]
  simp
```

Q: Now the bond differences.

A: Shifting the summation index shows that the amplitude of u_(n+1) − u_n is (e^(2πik/N) − 1) U_k. Its squared modulus carries the factor

|e^(2πik/N) − 1|² = 2 − 2 cos(2πk/N) = 4 sin²(πk/N) = s_k.

The index shift is `Equiv.sum_comp`, `hamp` is the amplitude relation, and the last lines apply the double-angle formulas.

```lean
/-- Taking bond differences multiplies the squared amplitude of mode `k` by its geometric
factor. -/
theorem amplitude_slope (u : ZMod N → ℝ) (k : ZMod N) :
    ‖amplitude (slope u) k‖ ^ 2 = modeFactor k * ‖amplitude u k‖ ^ 2 := by
  have h : ∀ n : ZMod N, ZMod.stdAddChar (N := N) (-(k * n)) =
      ZMod.stdAddChar (N := N) k * ZMod.stdAddChar (N := N) (-(k * (n + 1))) := by
    intro n
    rw [← AddChar.map_add_eq_mul]
    congr 1
    ring
  have hs : ∑ n : ZMod N, ZMod.stdAddChar (N := N) k *
        (ZMod.stdAddChar (N := N) (-(k * (n + 1))) * (u (n + 1) : ℂ)) =
      ∑ n : ZMod N, ZMod.stdAddChar (N := N) k *
        (ZMod.stdAddChar (N := N) (-(k * n)) * (u n : ℂ)) :=
    Equiv.sum_comp (Equiv.addRight (1 : ZMod N)) (fun n => ZMod.stdAddChar (N := N) k *
        (ZMod.stdAddChar (N := N) (-(k * n)) * (u n : ℂ)))
  have hamp : amplitude (slope u) k = (ZMod.stdAddChar (N := N) k - 1) * amplitude u k := by
    unfold amplitude
    rw [sub_mul, one_mul, Finset.mul_sum, ← hs, ← Finset.sum_sub_distrib]
    refine Finset.sum_congr rfl fun n _ => ?_
    simp only [slope]
    push_cast
    linear_combination (u (n + 1) : ℂ) * h n
  have hn : ∀ a b : ℝ, ‖(a : ℂ) + b * Complex.I - 1‖ ^ 2 = (a - 1) ^ 2 + b ^ 2 := by
    intro a b
    rw [← Complex.normSq_eq_norm_sq, Complex.normSq_apply]
    simp
    ring
  rw [hamp, norm_mul, mul_pow, phase_eq, hn, Real.cos_two_mul, Real.sin_two_mul, modeFactor]
  linear_combination 4 * (Real.cos (π * k.val / N) ^ 2 - 1) * ‖amplitude u k‖ ^ 2 *
    Real.sin_sq_add_cos_sq (π * k.val / N)
```

Q: The bending term is centred on site n, whereas two successive bond differences are not.

A: Applying the difference twice gives u_(n+2) − 2u_(n+1) + u_n, the bending term at site n + 1. Summed over the ring, the squares agree; that is `hb`. Parseval's identity then gives a factor s_k for the compression term and s_k² for the bending term:

N E = Σ_k s_k (c s_k − F) |U_k|².

```lean
/-- Fourier decomposition: `N` times the energy is a weighted sum of the squared mode amplitudes,
without cross terms between different modes. -/
theorem energy_modes (c F : ℝ) (u : ZMod N → ℝ) : (N : ℝ) * energy c F u =
    ∑ k, modeFactor k * (c * modeFactor k - F) * ‖amplitude u k‖ ^ 2 := by
  have h1 : ∑ k, ‖amplitude (slope u) k‖ ^ 2 = (N : ℝ) * ∑ n, (u (n + 1) - u n) ^ 2 :=
    parseval (slope u)
  have h2 := parseval (slope (slope u))
  have hb : ∑ n, (u (n + 1) - 2 * u n + u (n - 1)) ^ 2 = ∑ n, slope (slope u) n ^ 2 := by
    refine (Equiv.sum_comp (Equiv.addRight (1 : ZMod N))
      (fun n => (u (n + 1) - 2 * u n + u (n - 1)) ^ 2)).symm.trans ?_
    refine Finset.sum_congr rfl fun n _ => ?_
    simp only [slope, Equiv.coe_addRight, add_sub_cancel_right]
    ring
  have h3 : (N : ℝ) * energy c F u = c * ((N : ℝ) * ∑ n, slope (slope u) n ^ 2)
      - F * ((N : ℝ) * ∑ n, (u (n + 1) - u n) ^ 2) := by
    rw [energy, hb]
    ring
  rw [h3, ← h1, ← h2, Finset.mul_sum, Finset.mul_sum, ← Finset.sum_sub_distrib]
  refine Finset.sum_congr rfl fun k _ => ?_
  rw [amplitude_slope, amplitude_slope]
  ring
```

Q: So I need the smallest nonzero s_k.

A: For k = 1, …, N − 1 the angle πk/N lies between π/N and π − π/N. The sine rises up to π/2 and is symmetric about it, so sin(πk/N) ≥ sin(π/N) and s_k ≥ 4 sin²(π/N). The proof splits at π/2 and reflects the upper half.

```lean
/-- Every non-uniform mode has a geometric factor of at least `4 sin² (π / N)`. -/
theorem modeFactor_gap {k : ZMod N} (hk : k ≠ 0) :
    4 * Real.sin (π / N) ^ 2 ≤ modeFactor k := by
  have hN : (0 : ℝ) < N := by exact_mod_cast Nat.pos_of_ne_zero (NeZero.ne N)
  have hj : 1 ≤ k.val := Nat.one_le_iff_ne_zero.mpr (fun h => hk ((ZMod.val_eq_zero k).mp h))
  have hj1 : (1 : ℝ) ≤ k.val := by exact_mod_cast hj
  have hj2 : (k.val : ℝ) + 1 ≤ N := by exact_mod_cast ZMod.val_lt k
  have hp : 0 < π / N := div_pos Real.pi_pos hN
  have hx : π * k.val / N = k.val * (π / N) := by ring
  have hNp : (N : ℝ) * (π / N) = π := by field_simp
  have hlo : π / N ≤ π * k.val / N := by rw [hx]; nlinarith
  have hhi : π * k.val / N ≤ π - π / N := by rw [hx]; nlinarith
  have h0 : 0 ≤ Real.sin (π / N) :=
    Real.sin_nonneg_of_nonneg_of_le_pi hp.le (by linarith)
  have hsin : Real.sin (π / N) ≤ Real.sin (π * k.val / N) := by
    rcases le_total (π * k.val / N) (π / 2) with h | h
    · exact Real.sin_le_sin_of_le_of_le_pi_div_two (by linarith [Real.pi_pos]) h hlo
    · rw [← Real.sin_pi_sub (π * k.val / N)]
      exact Real.sin_le_sin_of_le_of_le_pi_div_two (by linarith [Real.pi_pos])
        (by linarith) (by linarith)
  unfold modeFactor
  nlinarith
```

If F ≤ 4c sin²(π/N), every term with k ≠ 0 is therefore nonnegative, and the k = 0 term vanishes because s_0 = 0.

Q: That gives stability below the threshold. What about instability above it?

A: Put s = 4 sin²(π/N). The addition formula gives v_(n+1) + v_(n−1) = 2 cos(2π/N) v_n, so

v_(n+1) − 2v_n + v_(n−1) = −s v_n.

Summation by parts, with no boundary terms on a ring, gives

Σ_n (v_(n+1) − v_n)² = −Σ_n v_n (v_(n+1) − 2v_n + v_(n−1)) = s Σ_n v_n².

Hence

E(v) = s (c s − F) Σ_n v_n².

In the code `hlap` is the eigenvector equation. `hp` writes each squared difference as s v_n² plus a term that telescopes around the ring, and `hs` sums it.

```lean
/-- Energy of the one-wavelength cosine pattern. -/
theorem energy_buckled (hN : 2 ≤ N) (c F : ℝ) : energy c F (buckled (N := N)) =
    4 * Real.sin (π / N) ^ 2 * (c * (4 * Real.sin (π / N) ^ 2) - F) *
      ∑ n : ZMod N, buckled n ^ 2 := by
  have : Fact (1 < N) := ⟨hN⟩
  have hre : ∀ n : ZMod N, buckled n = (ZMod.stdAddChar (N := N) n).re := by
    intro n
    rw [phase_eq, Complex.add_re, Complex.ofReal_re, Complex.re_ofReal_mul, Complex.I_re,
      mul_zero, add_zero, buckled]
  have hc : (ZMod.stdAddChar (N := N) 1).re = 1 - 2 * Real.sin (π / N) ^ 2 := by
    rw [← hre, buckled, ZMod.val_one, Nat.cast_one, mul_one, Real.cos_two_mul, Real.cos_sq']
    ring
  -- the cosine is an eigenvector of the second difference
  have hlap : ∀ n : ZMod N, buckled (n + 1) - 2 * buckled n + buckled (n - 1) =
      -(4 * Real.sin (π / N) ^ 2) * buckled n := by
    intro n
    rw [hre, hre, hre, sub_eq_add_neg n 1, AddChar.map_add_eq_mul, AddChar.map_add_eq_mul,
      AddChar.map_neg_eq_conj, Complex.mul_re, Complex.mul_re, Complex.conj_re, Complex.conj_im]
    linear_combination 2 * (ZMod.stdAddChar (N := N) n).re * hc
  have hb : ∑ n : ZMod N, (buckled (n + 1) - 2 * buckled n + buckled (n - 1)) ^ 2 =
      (4 * Real.sin (π / N) ^ 2) ^ 2 * ∑ n : ZMod N, buckled n ^ 2 := by
    rw [Finset.mul_sum]
    refine Finset.sum_congr rfl fun n _ => ?_
    rw [hlap]
    ring
  -- summation by parts around the ring
  have ht : ∑ n : ZMod N, (buckled (n + 1) ^ 2 - buckled (n + 1) * buckled (n + 1 - 1)) =
      ∑ n : ZMod N, (buckled n ^ 2 - buckled n * buckled (n - 1)) :=
    Equiv.sum_comp (Equiv.addRight (1 : ZMod N))
      (fun n => buckled n ^ 2 - buckled n * buckled (n - 1))
  have hp : ∀ n : ZMod N, (buckled (n + 1) - buckled n) ^ 2 =
      4 * Real.sin (π / N) ^ 2 * buckled n ^ 2 +
        ((buckled (n + 1) ^ 2 - buckled (n + 1) * buckled (n + 1 - 1)) -
          (buckled n ^ 2 - buckled n * buckled (n - 1))) := by
    intro n
    rw [add_sub_cancel_right]
    linear_combination (-(buckled n)) * hlap n
  have hs : ∑ n : ZMod N, (buckled (n + 1) - buckled n) ^ 2 =
      4 * Real.sin (π / N) ^ 2 * ∑ n : ZMod N, buckled n ^ 2 := by
    rw [Finset.sum_congr rfl (fun n _ => hp n), Finset.sum_add_distrib,
      Finset.sum_sub_distrib, ht, sub_self, add_zero, Finset.mul_sum]
  rw [energy, hb, hs]
  ring
```

Since N ≥ 2, s > 0, and Σ_n v_n² ≥ v_0² = 1. So E(v) < 0 whenever F > c s.

Q: Then read me the main theorem.

A: For N ≥ 2, c > 0 and any real F, the energy is nonnegative for every real displacement pattern if and only if F ≤ 4c sin²(π/N). This matches your frequency criterion: with positive masses, a quadratic energy has an imaginary frequency exactly when it is negative for some displacement. That last step is standard mechanics and is not formalised here. The forward direction inserts `buckled` and removes the positive factors; the reverse uses the mode sum and the gap.

```lean
/-- Discrete buckling criterion: the energy is nonnegative for all displacements exactly when
the compression does not exceed `4 c sin² (π / N)`. -/
theorem energy_nonneg_iff (hN : 2 ≤ N) {c : ℝ} (hc : 0 < c) (F : ℝ) :
    (∀ u : ZMod N → ℝ, 0 ≤ energy c F u) ↔ F ≤ 4 * c * Real.sin (π / N) ^ 2 := by
  have hN1 : (1 : ℝ) < N := by exact_mod_cast hN
  have hN0 : (0 : ℝ) < N := by linarith
  constructor
  · intro h
    have hsin : 0 < Real.sin (π / N) := Real.sin_pos_of_pos_of_lt_pi
      (div_pos Real.pi_pos hN0) (div_lt_self Real.pi_pos hN1)
    have hsum : 0 < ∑ n : ZMod N, buckled n ^ 2 :=
      Finset.sum_pos' (fun n _ => sq_nonneg _) ⟨0, Finset.mem_univ _, by simp [buckled]⟩
    have hE := h buckled
    rw [energy_buckled hN] at hE
    have h1 := nonneg_of_mul_nonneg_left hE hsum
    have h2 := nonneg_of_mul_nonneg_right h1 (by positivity)
    linarith
  · intro hF u
    have hsum : 0 ≤ (N : ℝ) * energy c F u := by
      rw [energy_modes]
      refine Finset.sum_nonneg fun k _ => mul_nonneg ?_ (sq_nonneg _)
      by_cases hk : k = 0
      · simp [hk, modeFactor]
      · have hg := mul_le_mul_of_nonneg_left (modeFactor_gap hk) hc.le
        have h0 : 0 ≤ modeFactor k := by unfold modeFactor; positivity
        exact mul_nonneg h0 (by linarith)
    exact nonneg_of_mul_nonneg_right hsum hN0
```

Q: Nonnegative still permits soft directions. I want a restoring force.

A: A uniform shift always costs nothing, so the strict version excludes it: `∃ n, u (n + 1) ≠ u n` says that some bond is tilted. All such patterns have positive energy if and only if F < 4c sin²(π/N). Write F_c for this threshold and E_F for the energy at compression F. Then

E_F(u) = E_(F_c)(u) + (F_c − F) Σ_n (u_(n+1) − u_n)².

The first term is nonnegative by the previous theorem, and the second is positive when F < F_c. Conversely, v is non-uniform because v_1 = 1 − 2 sin²(π/N) < 1 = v_0, and E(v) > 0 forces F < F_c.

```lean
/-- Strict stability: every non-uniform displacement costs energy exactly when the compression
is below `4 c sin² (π / N)`. -/
theorem energy_pos_iff (hN : 2 ≤ N) {c : ℝ} (hc : 0 < c) (F : ℝ) :
    (∀ u : ZMod N → ℝ, (∃ n, u (n + 1) ≠ u n) → 0 < energy c F u) ↔
      F < 4 * c * Real.sin (π / N) ^ 2 := by
  have hN1 : (1 : ℝ) < N := by exact_mod_cast hN
  constructor
  · intro h
    have : Fact (1 < N) := ⟨hN⟩
    have hsin : 0 < Real.sin (π / N) := Real.sin_pos_of_pos_of_lt_pi
      (div_pos Real.pi_pos (by linarith)) (div_lt_self Real.pi_pos hN1)
    have hne : buckled ((0 : ZMod N) + 1) ≠ buckled (0 : ZMod N) := by
      have h0 : buckled (0 : ZMod N) = 1 := by simp [buckled]
      rw [h0, zero_add, buckled, ZMod.val_one, Nat.cast_one, mul_one, Real.cos_two_mul,
        Real.cos_sq']
      intro h1
      nlinarith [pow_pos hsin 2]
    have hE := h buckled ⟨0, hne⟩
    rw [energy_buckled hN] at hE
    have h1 := pos_of_mul_pos_left hE (Finset.sum_nonneg fun n _ => sq_nonneg _)
    have h2 := pos_of_mul_pos_right h1 (by positivity)
    linarith
  · rintro hF u ⟨n, hn⟩
    -- compare with the energy at the critical compression
    have h0 := (energy_nonneg_iff hN hc _).mpr le_rfl u
    have hS : 0 < ∑ n, (u (n + 1) - u n) ^ 2 :=
      Finset.sum_pos' (fun m _ => sq_nonneg _)
        ⟨n, Finset.mem_univ _, pow_pos_of_ne_zero_sq (sub_ne_zero.mpr hn)⟩
    have h1 := mul_pos (sub_pos.mpr hF) hS
    unfold energy at h0 ⊢
    linarith
where
  pow_pos_of_ne_zero_sq {x : ℝ} (hx : x ≠ 0) : 0 < x ^ 2 := by positivity
```

Q: And long chains?

A: At fixed c,

N² · 4c sin²(π/N) = 4c (π · sin(π/N)/(π/N))² → 4π²c,

because sin(x)/x → 1 as x → 0. Lean uses the continuity of `Real.sinc` at 0. This is a limit of the threshold values only, not a derivation of a continuum beam.

```lean
/-- As `M` tends to infinity, `M²` times `4 c sin² (π / M)` tends to `4 π² c`. -/
theorem critical_load_limit (c : ℝ) :
    Tendsto (fun M : ℕ => (M : ℝ) ^ 2 * (4 * c * Real.sin (π / M) ^ 2)) atTop
      (𝓝 (4 * π ^ 2 * c)) := by
  have h : Tendsto (fun M : ℕ => 4 * c * (π * Real.sinc (π / M)) ^ 2) atTop
      (𝓝 (4 * c * (π * Real.sinc 0) ^ 2)) :=
    ((((Real.continuous_sinc.tendsto 0).comp
      (tendsto_const_div_atTop_nhds_zero_nat π)).const_mul π).pow 2).const_mul (4 * c)
  have hv : 4 * π ^ 2 * c = 4 * c * (π * Real.sinc 0) ^ 2 := by
    rw [Real.sinc_zero]
    ring
  rw [hv]
  refine h.congr' ?_
  filter_upwards [eventually_gt_atTop 0] with M hM
  have hM' : (0 : ℝ) < M := by exact_mod_cast hM
  rw [Real.sinc_of_ne_zero (div_pos Real.pi_pos hM').ne']
  field_simp

end

end DiscreteBuckling
```

```lean
#print axioms DiscreteBuckling.energy_nonneg_iff
-- 'DiscreteBuckling.energy_nonneg_iff' depends on axioms: [propext, Classical.choice, Quot.sound]
#print axioms DiscreteBuckling.energy_pos_iff
-- 'DiscreteBuckling.energy_pos_iff' depends on axioms: [propext, Classical.choice, Quot.sound]
#print axioms DiscreteBuckling.critical_load_limit
-- 'DiscreteBuckling.critical_load_limit' depends on axioms: [propext, Classical.choice, Quot.sound]
```

Q: What should I not read into it?

A: The model is quadratic and periodic, with uniform c and F. Displacements repeat after N sites, so waves longer than N sites, which make an infinite chain unstable at smaller F, are excluded. Clamped or pinned ends, disorder and the shape after buckling are not covered. The quadratic energy itself is assumed, not derived from interatomic forces.
